# Trace of the squared RPA response matrix as 2(tr A² − tr B²)

In linear-response theory in the random-phase approximation (RPA), an excitation block A and a coupling block B form the matrix with rows (A, B) and (−B, −A). The theorem `trace_rpaMatrix_sq` states that the trace of this matrix's square is 2(tr A² − tr B²). The blocks are arbitrary real square matrices over the same finite index set, with no symmetry or stability assumed. The attempt multiplies the matrix by itself block by block, tries to split the trace into those of the two diagonal blocks, and leaves the signs and the final sum to `simp only` and `ring`.

The first attempt, which Lean rejects:

```lean
import Mathlib

open Matrix
open scoped ComplexOrder

namespace TammDancoffInstability

noncomputable section

variable {n m : Type*} [Fintype n] [Fintype m]

/-- The linear-response (RPA) matrix with excitation block `A` and coupling block `B`. -/
def rpaMatrix (A B : Matrix n n ℝ) : Matrix (n ⊕ n) (n ⊕ n) ℝ :=
  fromBlocks A B (-B) (-A)

/-- The trace of the squared response matrix is twice the difference of the traces of
`A²` and `B²`. -/
theorem trace_rpaMatrix_sq (A B : Matrix n n ℝ) :
    (rpaMatrix A B * rpaMatrix A B).trace = 2 * ((A * A).trace - (B * B).trace) := by
  rw [rpaMatrix, fromBlocks_multiply, trace_fromBlocks]
  simp only [Matrix.mul_neg, Matrix.neg_mul, neg_neg, trace_add, trace_neg]
  ring

end

end TammDancoffInstability
```

The error:

```
Main.lean:20:38: error(lean.unknownIdentifier): Unknown identifier `trace_fromBlocks`
Main.lean:19:83: error: unsolved goals
n : Type u_1
inst✝ : Fintype n
A B : Matrix n n ℝ
⊢ (fromBlocks (A * A + B * -B) (A * B + B * -A) (-B * A + -A * -B) (-B * B + -A * -A)).trace =
    2 * ((A * A).trace - (B * B).trace)
```

The mended proof, as a diff:

```diff
@@ -18,5 +18,8 @@
 theorem trace_rpaMatrix_sq (A B : Matrix n n ℝ) :
     (rpaMatrix A B * rpaMatrix A B).trace = 2 * ((A * A).trace - (B * B).trace) := by
-  rw [rpaMatrix, fromBlocks_multiply, trace_fromBlocks]
+  have ht : ∀ P Q R S : Matrix n n ℝ, (fromBlocks P Q R S).trace = P.trace + S.trace := by
+    intro P Q R S
+    simp [Matrix.trace, Fintype.sum_sum_type]
+  rw [rpaMatrix, fromBlocks_multiply, ht]
   simp only [Matrix.mul_neg, Matrix.neg_mul, neg_neg, trace_add, trace_neg]
   ring
```

Cause. The first message says that Lean finds no declaration called `trace_fromBlocks` under the names available here, even with the `Matrix` namespace open. The second shows the goal as it stood after the first two rewrites: the square has been multiplied out into four blocks, but its trace is still that of the whole block matrix. The missing step is the one that would reduce it to the traces of the two diagonal blocks.

The repair proves that step locally as `ht`: the trace of `fromBlocks P Q R S` is `P.trace + S.trace`. Its proof unfolds `Matrix.trace` into a sum over diagonal entries, and `Fintype.sum_sum_type` splits the sum over `n ⊕ n` into one sum for each copy of `n`. Rewriting with `ht` in place of the unknown name then gives the traces of the two diagonal blocks. The unchanged `simp only` line can now distribute these traces over sums and pull out the minus signs, and `ring` finishes the arithmetic.
